# For a continuous local potential, the Lundin–Eriksson and Perdew–Zunger forms agree at all densities exactly when the potential is proportional to the density

## Two ways to remove an orbital from a local potential

Let $n$ be the total density, at a point, of the electrons of one spin, and let $a$ be the density there of one occupied orbital of that spin, so that $0 \le a \le n$. Let $v$ be a local exchange-correlation potential for that spin, modelled as a real function of $n$ alone. Two self-interaction corrected potentials for the orbital are

$$v_{\mathrm{LE}}(n,a) = v(n-a), \qquad v_{\mathrm{PZ}}(n,a) = v(n) - v(a).$$

The Lundin–Eriksson form removes the orbital's density before evaluating $v$. The Perdew–Zunger form removes the orbital's own potential afterwards. Their difference is the gap

$$g(n,a) = v(n-a) - v(n) + v(a).$$

## Agreement for every pair of densities

The main theorem, `lundinEriksson_eq_perdewZunger_iff`, assumes that $v$ is continuous on $[0,\infty)$, meaning that the potential does not jump as the density varies. It says that $g(n,a)=0$ for all $0 \le a \le n$ if and only if there is a constant $c$ with $v(n) = cn$ for all $n \ge 0$.

In Lean, `v : ℝ → ℝ` is defined on the whole line, but `ContinuousOn v (Ici 0)` and the inequalities restrict every condition to nonnegative densities. Values at negative arguments are unconstrained. The functions `lundinEriksson`, `perdewZunger` and `gap` are $v_{\mathrm{LE}}$, $v_{\mathrm{PZ}}$ and $g$.

Agreement is required for all pairs at once, so a nonlinear $v$ may still have zero gap at particular pairs. The model has one density variable and no gradients. This suits local exchange, where the potential for each spin depends only on the density of that spin, but local correlation depends on both spin densities. It treats neither the Hartree term, nor total energies, nor self-consistency.

## From agreement to proportionality

Suppose the two forms always agree. For $x, y \ge 0$, take $n = x+y$ and $a = y$. Then $v(x) = v(x+y) - v(y)$, that is,

$$v(x+y) = v(x) + v(y).$$

Setting $x=y=0$ gives $v(0)=0$. Repeated addition gives $v(mx) = m\,v(x)$ for every natural number $m$. For a natural number $p$ and a positive integer $q$, this yields $q\,v(p/q) = v(p) = p\,v(1)$, so $v(p/q) = (p/q)\,v(1)$. Every $n \ge 0$ is a limit of nonnegative rationals, and continuity gives $v(n) = cn$ with $c = v(1)$.

Conversely, if $v(n) = cn$, then $c(n-a) = cn - ca$, and the forms agree.

"Linear" here must mean proportional, not merely a straight line. For $v(n) = cn + d$ the gap is

$$c(n-a) + d - (cn+d) + (ca+d) = d,$$

so a constant offset already separates the two forms.

## What the gap sees, and its sign for exchange

Write $v(x) = cx + w(x)$. The linear part contributes $c(n-a) - cn + ca = 0$, so the gap of $v$ equals the gap of $w$. When one orbital carries the whole density, $a=n$ and $g(n,n) = v(0)$.

Now let $v$ be strictly convex on $[0,\infty)$ with $v(0) \le 0$, and let $0 < a < n$. Both $a$ and $n-a$ lie strictly between $0$ and $n$, so $v$ lies below its chord at each:

$$v(a) < \left(1-\tfrac{a}{n}\right)v(0) + \tfrac{a}{n}\,v(n),$$

$$v(n-a) < \tfrac{a}{n}\,v(0) + \left(1-\tfrac{a}{n}\right)v(n).$$

Adding them gives $v(a) + v(n-a) < v(0) + v(n) \le v(n)$, hence $v_{\mathrm{LE}} < v_{\mathrm{PZ}}$.

Local exchange, $v(n) = -Cn^{1/3}$, meets both conditions: the cube root is strictly concave, the factor $-C$ reverses the inequality, and $v(0)=0$. The constant $C>0$ stands for the prefactor of uniform-gas exchange, and its sign makes exchange attractive.

For $n=9$ and $a=1$, in units where $C=1$,

$$v_{\mathrm{LE}} = -8^{1/3} = -2, \qquad v_{\mathrm{PZ}} = -9^{1/3} + 1 \approx -1.080,$$

so the gap is about $-0.920$.

In an electronic-structure calculation with this exchange-only, single-density potential, the Lundin–Eriksson corrected potential is therefore the more attractive of the two at any point where, for given densities, the orbital holds part but not all of the density.

## The Lean file

```lean
import Mathlib

open Set

namespace OrbitalCorrectedPotentials

noncomputable section

/-- The Lundin-Eriksson potential: the local potential `v` evaluated at the total
density `n` with the orbital density `a` removed. -/
def lundinEriksson (v : ℝ → ℝ) (n a : ℝ) : ℝ := v (n - a)

/-- The Perdew-Zunger potential: the local potential of the total density `n` minus
that of the orbital density `a`. -/
def perdewZunger (v : ℝ → ℝ) (n a : ℝ) : ℝ := v n - v a

/-- The Lundin-Eriksson potential minus the Perdew-Zunger potential. -/
def gap (v : ℝ → ℝ) (n a : ℝ) : ℝ := lundinEriksson v n a - perdewZunger v n a

/-- The local exchange potential `-C n^(1/3)` at density `n ≥ 0`. -/
def localExchange (C n : ℝ) : ℝ := -C * n ^ (1 / 3 : ℝ)

/-- Adding a term linear in the density to the potential leaves the gap unchanged. -/
theorem gap_add_linear (w : ℝ → ℝ) (c n a : ℝ) :
    gap (fun x => c * x + w x) n a = gap w n a := by
  simp only [gap, lundinEriksson, perdewZunger]
  ring

/-- When one orbital carries the whole density, the gap is the potential at zero density. -/
theorem gap_single_orbital (v : ℝ → ℝ) (n : ℝ) : gap v n n = v 0 := by
  simp only [gap, lundinEriksson, perdewZunger, sub_self, sub_zero]

/-- A potential that is continuous and additive on nonnegative densities is proportional
to the density there. -/
theorem linear_of_additive {v : ℝ → ℝ} (hv : ContinuousOn v (Ici 0))
    (hadd : ∀ x y, 0 ≤ x → 0 ≤ y → v (x + y) = v x + v y) :
    ∃ c : ℝ, ∀ n, 0 ≤ n → v n = c * n := by
  have h0 : v 0 = 0 := by
    have h := hadd 0 0 le_rfl le_rfl
    rw [add_zero] at h
    linarith
  -- Extend the potential to an odd function on the whole line.
  let f : ℝ → ℝ := fun x => v (max x 0) - v (max (-x) 0)
  have hpos : ∀ n, 0 ≤ n → f n = v n := by
    intro n hn
    change v (max n 0) - v (max (-n) 0) = v n
    rw [max_eq_left hn, max_eq_right (by linarith : -n ≤ 0), h0, sub_zero]
  have hparts : ∀ x : ℝ, max x 0 - max (-x) 0 = x := by
    intro x
    rcases le_total 0 x with h | h
    · rw [max_eq_left h, max_eq_right (by linarith : -x ≤ 0), sub_zero]
    · rw [max_eq_right h, max_eq_left (by linarith : 0 ≤ -x)]
      ring
  -- Balancing positive and negative parts carries additivity over to the extension.
  have hf : ∀ x y, f (x + y) = f x + f y := by
    intro x y
    have hp : ∀ z : ℝ, 0 ≤ max z 0 := fun z => le_max_right z 0
    have hbal : max (x + y) 0 + (max (-x) 0 + max (-y) 0)
        = max (-(x + y)) 0 + (max x 0 + max y 0) := by
      linarith [hparts x, hparts y, hparts (x + y)]
    have h := congrArg v hbal
    rw [hadd _ _ (hp _) (add_nonneg (hp _) (hp _)), hadd _ _ (hp (-x)) (hp (-y)),
      hadd _ _ (hp _) (add_nonneg (hp _) (hp _)), hadd _ _ (hp x) (hp y)] at h
    change v (max (x + y) 0) - v (max (-(x + y)) 0)
      = (v (max x 0) - v (max (-x) 0)) + (v (max y 0) - v (max (-y) 0))
    linarith
  have hcont : Continuous f :=
    (hv.comp_continuous (continuous_id.max continuous_const)
      (fun x => le_max_right x 0)).sub
    (hv.comp_continuous (continuous_neg.max continuous_const)
      (fun x => le_max_right (-x) 0))
  -- A continuous additive map on the line is real-linear.
  refine ⟨f 1, fun n hn => ?_⟩
  have h : f (n • (1 : ℝ)) = n • f 1 :=
    map_real_smul (AddMonoidHom.mk' f hf) hcont n 1
  rw [smul_eq_mul, smul_eq_mul, mul_one, hpos n hn] at h
  rw [h, mul_comm]

/-- For a local potential continuous on nonnegative densities, the Lundin-Eriksson and Perdew-Zunger
potentials agree for all total densities `n` and orbital densities `a` with `0 ≤ a ≤ n` if and only
if the potential is proportional to the density. -/
theorem lundinEriksson_eq_perdewZunger_iff {v : ℝ → ℝ} (hv : ContinuousOn v (Ici 0)) :
    (∀ n a, 0 ≤ a → a ≤ n → lundinEriksson v n a = perdewZunger v n a) ↔
      ∃ c : ℝ, ∀ n, 0 ≤ n → v n = c * n := by
  constructor
  · intro h
    apply linear_of_additive hv
    intro x y hx hy
    -- Take total density x + y and orbital density y.
    have hxy := h (x + y) y hy (by linarith)
    simp only [lundinEriksson, perdewZunger, add_sub_cancel_right] at hxy
    linarith
  · rintro ⟨c, hc⟩ n a ha han
    simp only [lundinEriksson, perdewZunger]
    rw [hc (n - a) (by linarith), hc n (by linarith), hc a ha]
    ring

/-- If the potential is strictly convex on nonnegative densities and not positive at zero
density, the Lundin-Eriksson potential lies strictly below the Perdew-Zunger potential
for every orbital density `0 < a < n`. -/
theorem lundinEriksson_lt_of_strictConvex {v : ℝ → ℝ} (hv : StrictConvexOn ℝ (Ici 0) v)
    (h0 : v 0 ≤ 0) {n a : ℝ} (ha : 0 < a) (han : a < n) :
    lundinEriksson v n a < perdewZunger v n a := by
  have hn : 0 < n := ha.trans han
  -- At each density strictly between 0 and n, the potential lies below its chord from 0 to n.
  have chord : ∀ b, 0 < b → b < n → v b < (1 - b / n) * v 0 + b / n * v n := by
    intro b hb hbn
    have hb1 : b / n < 1 := (div_lt_one hn).2 hbn
    have h := hv.2 (show (0 : ℝ) ∈ Ici (0 : ℝ) from le_refl (0 : ℝ))
      (show n ∈ Ici (0 : ℝ) from hn.le) hn.ne (sub_pos.2 hb1) (div_pos hb hn) (by ring)
    have e : (1 - b / n) • (0 : ℝ) + (b / n) • n = b := by
      rw [smul_eq_mul, smul_eq_mul, mul_zero, zero_add, div_mul_cancel₀ _ hn.ne']
    rw [e] at h
    simpa only [smul_eq_mul] using h
  have h1 := chord a ha han
  have h2 := chord (n - a) (by linarith) (by linarith)
  rw [sub_div, div_self hn.ne'] at h2
  simp only [lundinEriksson, perdewZunger]
  linarith

/-- For the local exchange potential `-C n^(1/3)` with `C > 0`, the Lundin-Eriksson
potential lies strictly below the Perdew-Zunger potential whenever `0 < a < n`. -/
theorem localExchange_lundinEriksson_lt {C n a : ℝ} (hC : 0 < C) (ha : 0 < a)
    (han : a < n) :
    lundinEriksson (localExchange C) n a < perdewZunger (localExchange C) n a := by
  have hconv : StrictConvexOn ℝ (Ici 0) (localExchange C) := by
    refine ⟨convex_Ici 0, fun x hx y hy hxy p q hp hq hpq => ?_⟩
    -- The cube root is strictly concave; the factor -C reverses the inequality.
    have h := (Real.strictConcaveOn_rpow (by norm_num : (0 : ℝ) < 1 / 3)
      (by norm_num : (1 / 3 : ℝ) < 1)).2 hx hy hxy hp hq hpq
    simp only [smul_eq_mul] at h
    have h' := mul_lt_mul_of_pos_left h hC
    simp only [localExchange, smul_eq_mul]
    linarith
  have hzero : localExchange C 0 = 0 := by
    rw [localExchange, Real.zero_rpow (by norm_num : (1 / 3 : ℝ) ≠ 0), mul_zero]
  exact lundinEriksson_lt_of_strictConvex hconv hzero.le ha han

end

end OrbitalCorrectedPotentials
```

```lean
#print axioms OrbitalCorrectedPotentials.gap_add_linear
#print axioms OrbitalCorrectedPotentials.gap_single_orbital
#print axioms OrbitalCorrectedPotentials.lundinEriksson_eq_perdewZunger_iff
#print axioms OrbitalCorrectedPotentials.localExchange_lundinEriksson_lt
```

```
'OrbitalCorrectedPotentials.gap_add_linear' depends on axioms: [propext, Classical.choice, Quot.sound]
'OrbitalCorrectedPotentials.gap_single_orbital' depends on axioms: [propext, Classical.choice, Quot.sound]
'OrbitalCorrectedPotentials.lundinEriksson_eq_perdewZunger_iff' depends on axioms: [propext, Classical.choice, Quot.sound]
'OrbitalCorrectedPotentials.localExchange_lundinEriksson_lt' depends on axioms: [propext, Classical.choice, Quot.sound]
```

## An odd extension in place of rational densities

The lemma `linear_of_additive` carries the step from additivity to proportionality. Mathlib's `map_real_smul` says that a continuous additive map is real-linear, but it needs a map on the whole line, whereas $v$ is controlled only on a half-line. The proof therefore introduces

$$f(x) = v(x^+) - v(x^-), \qquad x^+ = \max(x,0), \quad x^- = \max(-x,0).$$

Since $v(0)=0$, `hpos` gives $f = v$ at nonnegative densities. The identity $x^+ - x^- = x$, proved as `hparts`, yields the balance `hbal`:

$$(x+y)^+ + x^- + y^- = (x+y)^- + x^+ + y^+.$$

All terms are nonnegative, so applying $v$ and expanding both sides by additivity gives, after rearrangement, $f(x+y) = f(x) + f(y)$. Continuity of $f$ follows by composition in `hcont`. Linearity then gives $f(n) = n\,f(1)$, which replaces the passage through rational densities, with $c = f(1) = v(1)$.

## The remaining proofs

In the main theorem, the forward direction specialises the hypothesis to total density `x + y` and orbital density `y`, then calls `linear_of_additive`. The reverse direction substitutes $v(n)=cn$ at the three densities $n-a$, $n$ and $a$, and `ring` closes the identity.

`gap_add_linear` and `gap_single_orbital` follow by unfolding the definitions.

In `lundinEriksson_lt_of_strictConvex`, the local statement `chord` is the chord inequality for a general $b$ with $0<b<n$. It is used at $b=a$ and $b=n-a$, and `linarith` adds the results together with $v(0)\le 0$. Finally, `localExchange_lundinEriksson_lt` obtains strict convexity from `Real.strictConcaveOn_rpow` multiplied by $C$, checks that the potential vanishes at zero density, and applies the general inequality.
